# Edges and Triangles in the Leading Coefficients of a Graph's Characteristic Polynomial

## A wrong polynomial that looks right

Leave out one bond while setting up a Hückel secular determinant, or slip a sign while expanding it, and the outcome can still be a monic polynomial of the right degree. Its form alone then does not show the error. If the leading coefficients are known in terms of the molecular graph, they can be compared with a count of bonds and three-membered rings. With more than three atoms, agreement does not prove the whole polynomial correct, but disagreement proves it wrong at any size.

In the simplest form of the Hückel model every conjugated atom has the same on-site energy $\alpha$, and every bonded pair has the same resonance integral $\beta \neq 0$, which measures the coupling between neighbouring $p$ orbitals. The $p$ orbitals are treated as orthonormal, so overlap between neighbours is neglected. The Hamiltonian matrix is $H = \alpha I + \beta A$, where $I$ is the identity matrix and $A$ is the adjacency matrix: $A_{ij} = 1$ if atoms $i$ and $j$ are bonded, and $0$ otherwise. With $x = (E-\alpha)/\beta$, the orbital energies $E$ correspond to the roots of $p(x) = \det(xI - A)$. The sign of $x$ matters for the comparison: with $x = (\alpha-E)/\beta$, which is also common, the determinant becomes $\det(xI + A)$, and the coefficient that counts triangles changes sign.

## The coefficients and what they count

Let $G$ be a simple graph with $n \ge 3$ vertices, $m$ edges and $t$ triangles. Then

$$p(x) = x^n + 0\cdot x^{n-1} - m\,x^{n-2} - 2t\,x^{n-3} + \cdots$$

In Lean, `G : SimpleGraph V` is a graph on a finite vertex type `V`, without loops or multiple edges, and `graphPoly G` is the characteristic polynomial of its real adjacency matrix. The number $n$ is `Fintype.card V`, $m$ is `G.edgeFinset.card`, and $t$ is `(G.cliqueFinset 3).card`, the number of three-vertex sets whose members are all adjacent. The main theorem, `graphPoly_leading_coeffs`, states the three coefficients under the hypothesis `3 ≤ Fintype.card V`.

There are two corollaries. For $n \ge 3$, the coefficient at $x^{n-3}$ vanishes exactly when the graph has no triangle. Two graphs of any size with the same characteristic polynomial have equally many edges and equally many triangles. Thus, within this simplest Hückel model, two molecules with the same $\alpha$, $\beta$ and orbital energies, degeneracies included, have the same number of bonds between conjugated atoms.

Heteroatoms with their own $\alpha$ and bonds of unequal strength are not covered, because all edges have weight one and the diagonal is zero. Sachs's theorem expresses every coefficient through subgraphs made of disjoint edges and cycles; the theorem here concerns the first three after the leading one and reaches them through traces.

## From roots to traces to triangles

Let $\lambda_1,\dots,\lambda_n$ be the eigenvalues of $A$, and let $c_k$ be the coefficient of $p$ at $x^{n-k}$. Reversing the order of the coefficients gives

$$x^n p(1/x) = \prod_i (1 - \lambda_i x) = c_0 + c_1 x + c_2 x^2 + \cdots$$

With the power sums $P_k = \sum_i \lambda_i^k$, Newton's relations read

$$c_0 = 1,\quad c_1 = -P_1,\quad 2c_2 = P_1^2 - P_2,\quad 6c_3 = -P_1^3 + 3P_1P_2 - 2P_3 .$$

They follow by induction on the number of roots. For no roots the product is $1$ and all power sums vanish. A further root $a$ multiplies the product by $1 - ax$, so $c_k' = c_k - a\,c_{k-1}$ for $k \ge 1$, while $c_0' = c_0$. Hence $c_1' = -(P_1 + a)$, and

$$2c_2' = P_1^2 - P_2 + 2aP_1 = (P_1+a)^2 - (P_2+a^2),$$

$$\begin{aligned}
6c_3' &= -P_1^3 + 3P_1P_2 - 2P_3 - 3a(P_1^2 - P_2)\\
&= -(P_1+a)^3 + 3(P_1+a)(P_2+a^2) - 2(P_3+a^3).
\end{aligned}$$

Since $A$ is real and symmetric, $A = U\Lambda U^{T}$ with $U$ orthogonal and $\Lambda$ diagonal. Cyclicity of the trace gives $\operatorname{tr}A^k = \operatorname{tr}\Lambda^k = P_k$. The three traces are counts:

- $P_1 = \sum_a A_{aa} = 0$, as there are no loops.
- $P_2 = \sum_{a,b} A_{ab}A_{ba} = \sum_a \deg(a) = 2m$, as each edge has two ends.
- $P_3 = \sum_{a,b,c} A_{ab}A_{bc}A_{ca} = 6t$, as each term is $1$ for an ordered triple of mutually adjacent vertices and $0$ otherwise, and each triangle has $3! = 6$ orderings.

Therefore $c_1 = 0$, $2c_2 = -2m$ and $6c_3 = -12t$, which gives the stated coefficients.

## Three atoms

For $n = 3$ the result fixes the whole polynomial: $p(x) = x^3 - mx - 2t$. The allyl chain has $m = 2$ and $t = 0$, so $p = x^3 - 2x$, with roots $0$ and $\pm\sqrt2$. The cyclopropenyl ring has $m = 3$ and $t = 1$, so $p = x^3 - 3x - 2 = (x-2)(x+1)^2$.

With two vertices and one edge, $p = x^2 - 1$. Subtraction of natural numbers in Lean gives $2 - 3 = 0$, so without the size hypothesis the third claim would equate the constant term $-1$ with $-2t = 0$.

## The Lean file

```lean
import Mathlib

open Polynomial

namespace SachsLeadingCoefficients

noncomputable section

variable {V W : Type*} [Fintype V] [DecidableEq V] [Fintype W] [DecidableEq W]

/-- The characteristic polynomial of the adjacency matrix of a molecular graph. -/
def graphPoly (G : SimpleGraph V) [DecidableRel G.Adj] : ℝ[X] :=
  (G.adjMatrix ℝ).charpoly

/-- The ordered triples of mutually adjacent vertices. -/
def orderedTriangles (G : SimpleGraph V) [DecidableRel G.Adj] : Finset (V × V × V) :=
  Finset.univ.filter fun p => G.Adj p.1 p.2.1 ∧ G.Adj p.1 p.2.2 ∧ G.Adj p.2.1 p.2.2

/-- Reversing the linear factor `x - a` gives `1 - a x`. -/
theorem reverse_linear_factor (a : ℝ) : (X - C a).reverse = 1 - C a * X := by
  ext k
  rw [coeff_reverse, natDegree_X_sub_C]
  rcases k with _ | _ | k
  · rw [revAt_le (by omega)]
    simp [coeff_X, coeff_C, coeff_one]
  · rw [revAt_le (by omega)]
    simp [coeff_X, coeff_C, coeff_one]
  · rw [revAt_eq_self_of_lt (by omega)]
    simp [coeff_X, coeff_one]

/-- Newton's relations: the coefficients at positions `0` to `3` of the reversed product of the
factors `X - x i`, expressed by the sums of first, second and third powers of the roots `x i`. -/
theorem newton_relations {ι : Type*} [DecidableEq ι] (s : Finset ι) (x : ι → ℝ) :
    (∏ i ∈ s, (X - C (x i))).reverse.coeff 0 = 1 ∧
    (∏ i ∈ s, (X - C (x i))).reverse.coeff 1 = -∑ i ∈ s, x i ∧
    2 * (∏ i ∈ s, (X - C (x i))).reverse.coeff 2 = (∑ i ∈ s, x i) ^ 2 - ∑ i ∈ s, x i ^ 2 ∧
    6 * (∏ i ∈ s, (X - C (x i))).reverse.coeff 3 =
      -(∑ i ∈ s, x i) ^ 3 + 3 * (∑ i ∈ s, x i) * (∑ i ∈ s, x i ^ 2)
        - 2 * ∑ i ∈ s, x i ^ 3 := by
  induction s using Finset.induction_on with
  | empty =>
    have h1 : (1 : ℝ[X]).reverse = 1 := by simpa using reverse_C (1 : ℝ)
    simp [h1, coeff_one]
  | insert a s ha ih =>
    obtain ⟨i0, i1, i2, i3⟩ := ih
    simp only [Finset.prod_insert ha, Finset.sum_insert ha]
    rw [reverse_mul_of_domain, reverse_linear_factor]
    generalize (∏ i ∈ s, (X - C (x i))).reverse = Q at *
    -- one more root shifts the coefficients by one place
    have e : (1 - C (x a) * X) * Q = Q - C (x a) * (Q * X) := by ring
    rw [e]
    have hs : ∀ k, (Q - C (x a) * (Q * X)).coeff (k + 1)
        = Q.coeff (k + 1) - x a * Q.coeff k := by
      intro k
      rw [coeff_sub, coeff_C_mul, coeff_mul_X]
    have h0 : (Q - C (x a) * (Q * X)).coeff 0 = Q.coeff 0 := by simp
    have h1 : (Q - C (x a) * (Q * X)).coeff 1 = Q.coeff 1 - x a * Q.coeff 0 := hs 0
    have h2 : (Q - C (x a) * (Q * X)).coeff 2 = Q.coeff 2 - x a * Q.coeff 1 := hs 1
    have h3 : (Q - C (x a) * (Q * X)).coeff 3 = Q.coeff 3 - x a * Q.coeff 2 := hs 2
    refine ⟨h0.trans i0, ?_, ?_, ?_⟩
    · linear_combination h1 + i1 - x a * i0
    · linear_combination 2 * h2 + i2 - 2 * x a * i1
    · linear_combination 6 * h3 + i3 - 3 * x a * i2

/-- The `k`-th spectral moment of a real symmetric matrix, the sum of the `k`-th powers of its
eigenvalues, is the trace of its `k`-th power. -/
theorem trace_pow_eq_moment {A : Matrix V V ℝ} (hA : A.IsHermitian) (k : ℕ) :
    (A ^ k).trace = ∑ i, hA.eigenvalues i ^ k := by
  have h := hA.spectral_theorem
  conv_lhs => rw [h, ← map_pow, Unitary.conjStarAlgAut_apply, Matrix.trace_mul_cycle]
  simp [Matrix.diagonal_pow, Matrix.trace_diagonal]

/-- The number of ordered triangles is six times the number of triangles. -/
theorem card_orderedTriangles (G : SimpleGraph V) [DecidableRel G.Adj] :
    (orderedTriangles G).card = 6 * (G.cliqueFinset 3).card := by
  let f : V × V × V → Finset V := fun p => {p.1, p.2.1, p.2.2}
  have hmap : ∀ p ∈ orderedTriangles G, f p ∈ G.cliqueFinset 3 := by
    intro p hp
    rw [SimpleGraph.mem_cliqueFinset_iff]
    exact SimpleGraph.is3Clique_triple_iff.2 (Finset.mem_filter.1 hp).2
  -- every triangle carries exactly six orderings
  have hfib : ∀ s ∈ G.cliqueFinset 3,
      ((orderedTriangles G).filter fun p => f p = s).card = 6 := by
    intro s hs
    rw [SimpleGraph.mem_cliqueFinset_iff, SimpleGraph.is3Clique_iff] at hs
    obtain ⟨x, y, z, hxy, hxz, hyz, rfl⟩ := hs
    have key : ((orderedTriangles G).filter fun p => f p = {x, y, z}) =
        {(x, y, z), (x, z, y), (y, x, z), (y, z, x), (z, x, y), (z, y, x)} := by
      ext ⟨a, b, c⟩
      simp only [orderedTriangles, f, Finset.mem_filter, Finset.mem_univ, true_and,
        Finset.mem_insert, Finset.mem_singleton, Prod.mk.injEq]
      constructor
      · rintro ⟨⟨hab, hac, hbc⟩, h⟩
        have ha : a ∈ ({x, y, z} : Finset V) := by rw [← h]; simp
        have hb : b ∈ ({x, y, z} : Finset V) := by rw [← h]; simp
        have hc : c ∈ ({x, y, z} : Finset V) := by rw [← h]; simp
        clear h
        simp only [Finset.mem_insert, Finset.mem_singleton] at ha hb hc
        rcases ha with ha | ha | ha <;> rcases hb with hb | hb | hb <;>
          rcases hc with hc | hc | hc <;> simp_all
      · rintro (⟨rfl, rfl, rfl⟩ | ⟨rfl, rfl, rfl⟩ | ⟨rfl, rfl, rfl⟩ | ⟨rfl, rfl, rfl⟩ |
          ⟨rfl, rfl, rfl⟩ | ⟨rfl, rfl, rfl⟩) <;>
        exact ⟨by simp [hxy, hxz, hyz, hxy.symm, hxz.symm, hyz.symm], by
          ext v
          simp only [Finset.mem_insert, Finset.mem_singleton] <;> tauto⟩
    rw [key]
    simp [Finset.card_insert_of_notMem, hxy.ne, hxz.ne, hyz.ne, hxy.ne', hxz.ne', hyz.ne']
  rw [Finset.card_eq_sum_card_fiberwise (f := f) (t := G.cliqueFinset 3)
    (fun p hp => hmap p hp), Finset.sum_const_nat hfib, mul_comm]

/-- The third spectral moment of a graph, the trace of the cubed adjacency matrix, is six times
the number of triangles. -/
theorem trace_adjMatrix_cube (G : SimpleGraph V) [DecidableRel G.Adj] :
    ((G.adjMatrix ℝ) ^ 3).trace = 6 * ((G.cliqueFinset 3).card : ℝ) := by
  have h : ((G.adjMatrix ℝ) ^ 3).trace = ((orderedTriangles G).card : ℝ) := by
    rw [orderedTriangles, Finset.card_filter, pow_succ', pow_two]
    push_cast
    simp only [Fintype.sum_prod_type, Matrix.trace, Matrix.diag_apply, Matrix.mul_apply,
      Finset.mul_sum]
    refine Finset.sum_congr rfl fun a _ => Finset.sum_congr rfl fun b _ =>
      Finset.sum_congr rfl fun c _ => ?_
    by_cases h1 : G.Adj a b <;> by_cases h2 : G.Adj a c <;> by_cases h3 : G.Adj b c <;>
      simp [SimpleGraph.adjMatrix_apply, G.adj_comm c a, h1, h2, h3]
  rw [h, card_orderedTriangles]
  push_cast
  ring

/-- The reversed graph polynomial has coefficients `0`, minus the number of edges, and minus twice
the number of triangles at positions `1`, `2` and `3`; positions beyond its degree count as zero. -/
theorem reverse_graphPoly_coeffs (G : SimpleGraph V) [DecidableRel G.Adj] :
    (graphPoly G).reverse.coeff 1 = 0 ∧
    (graphPoly G).reverse.coeff 2 = -(G.edgeFinset.card : ℝ) ∧
    (graphPoly G).reverse.coeff 3 = -2 * ((G.cliqueFinset 3).card : ℝ) := by
  have hA : (G.adjMatrix ℝ).IsHermitian := Matrix.IsHermitian.ext fun i j => by
    simp [SimpleGraph.adjMatrix_apply, G.adj_comm i j]
  have hp : graphPoly G = ∏ i, (X - C (hA.eigenvalues i)) := by
    simpa [graphPoly] using hA.charpoly_eq
  -- the first three spectral moments
  have m1 : ∑ i, hA.eigenvalues i = 0 := by
    have h := trace_pow_eq_moment hA 1
    simp only [pow_one] at h
    rw [← h]
    simp [Matrix.trace]
  have m2 : ∑ i, hA.eigenvalues i ^ 2 = 2 * (G.edgeFinset.card : ℝ) := by
    rw [← trace_pow_eq_moment hA 2, pow_two, Matrix.trace]
    simp only [Matrix.diag_apply, SimpleGraph.adjMatrix_mul_self_apply_self]
    exact_mod_cast G.sum_degrees_eq_twice_card_edges
  have m3 := (trace_pow_eq_moment hA 3).symm.trans (trace_adjMatrix_cube G)
  obtain ⟨-, n1, n2, n3⟩ := newton_relations Finset.univ hA.eigenvalues
  rw [← hp] at n1 n2 n3
  rw [m1] at n1 n2 n3
  rw [m2] at n2
  rw [m3] at n3
  refine ⟨by linarith, by linarith, by linarith⟩

/-- For a simple graph with `n ≥ 3` vertices, `m` edges and `t` triangles, the adjacency
characteristic polynomial has coefficients `0`, `-m` and `-2t` at `x^(n-1)`, `x^(n-2)` and
`x^(n-3)`. -/
theorem graphPoly_leading_coeffs (G : SimpleGraph V) [DecidableRel G.Adj]
    (hn : 3 ≤ Fintype.card V) :
    (graphPoly G).coeff (Fintype.card V - 1) = 0 ∧
    (graphPoly G).coeff (Fintype.card V - 2) = -(G.edgeFinset.card : ℝ) ∧
    (graphPoly G).coeff (Fintype.card V - 3) = -2 * ((G.cliqueFinset 3).card : ℝ) := by
  have hd : (graphPoly G).natDegree = Fintype.card V :=
    Matrix.charpoly_natDegree_eq_dim _
  have hr : ∀ k ≤ 3, (graphPoly G).coeff (Fintype.card V - k)
      = (graphPoly G).reverse.coeff k := by
    intro k hk
    rw [coeff_reverse, hd, revAt_le (hk.trans hn)]
  rw [hr 1 (by omega), hr 2 (by omega), hr 3 le_rfl]
  exact reverse_graphPoly_coeffs G

/-- A graph with `n ≥ 3` vertices has no triangle exactly when the coefficient of its
characteristic polynomial at `x^(n-3)` vanishes. -/
theorem triangleFree_iff_coeff_eq_zero (G : SimpleGraph V) [DecidableRel G.Adj]
    (hn : 3 ≤ Fintype.card V) :
    G.CliqueFree 3 ↔ (graphPoly G).coeff (Fintype.card V - 3) = 0 := by
  rw [(graphPoly_leading_coeffs G hn).2.2, ← SimpleGraph.cliqueFinset_eq_empty_iff]
  simp

/-- Two graphs with the same characteristic polynomial have equally many edges and equally many
triangles. -/
theorem cospectral_same_counts (G : SimpleGraph V) [DecidableRel G.Adj]
    (H : SimpleGraph W) [DecidableRel H.Adj] (h : graphPoly G = graphPoly H) :
    G.edgeFinset.card = H.edgeFinset.card ∧
    (G.cliqueFinset 3).card = (H.cliqueFinset 3).card := by
  obtain ⟨-, g2, g3⟩ := reverse_graphPoly_coeffs G
  obtain ⟨-, h2, h3⟩ := reverse_graphPoly_coeffs H
  rw [h] at g2 g3
  constructor
  · have e : (G.edgeFinset.card : ℝ) = H.edgeFinset.card := by linarith
    exact_mod_cast e
  · have e : ((G.cliqueFinset 3).card : ℝ) = (H.cliqueFinset 3).card := by linarith
    exact_mod_cast e

end

end SachsLeadingCoefficients
```

```lean
#print axioms SachsLeadingCoefficients.graphPoly_leading_coeffs
#print axioms SachsLeadingCoefficients.triangleFree_iff_coeff_eq_zero
#print axioms SachsLeadingCoefficients.cospectral_same_counts
```

```
'SachsLeadingCoefficients.graphPoly_leading_coeffs' depends on axioms: [propext, Classical.choice, Quot.sound]
'SachsLeadingCoefficients.triangleFree_iff_coeff_eq_zero' depends on axioms: [propext, Classical.choice, Quot.sound]
'SachsLeadingCoefficients.cospectral_same_counts' depends on axioms: [propext, Classical.choice, Quot.sound]
```

## How the proof follows the derivation

`reverse_linear_factor` turns $x - a$ into $1 - ax$. `newton_relations` is the induction over roots: `hs` is the recursion $c_k' = c_k - a\,c_{k-1}$, and each `linear_combination` checks one of the identities above.

`trace_pow_eq_moment` inserts the spectral theorem and cycles the trace, leaving the trace of a diagonal power.

`card_orderedTriangles` justifies the factor six. The map `f` sends an ordered triple to its set of vertices. For a triangle $\{x,y,z\}$, `key` shows that the triples mapped to it are exactly the six listed orderings, and summing over triangles gives $6t$. `trace_adjMatrix_cube` expands the trace as a triple sum and matches each term with the adjacency conditions.

`reverse_graphPoly_coeffs` combines the three moments `m1`, `m2` and `m3` with Newton's relations; `linarith` solves for the coefficients. It works with the reversed polynomial and so needs no lower bound on $n$. The main theorem then uses that $p$ has degree $n$ to return from position $k$ to $x^{n-k}$, which is where $n \ge 3$ enters.

`triangleFree_iff_coeff_eq_zero` reads off the third coefficient. `cospectral_same_counts` compares reversed polynomials, which is why it holds for graphs of every size.
